# Koopmans corrections built from filled- and empty-orbital energies keep the energy when all occupations are 0 or 1 and make it linear in one occupation when all others are 0 or 1

Suppose an approximate energy bends with the occupation $f$ of a single orbital, $E(f)=f^2$: adding $E(0)-E(f)+f\,(E(1)-E(0))=f-f^2$ turns it into the straight line $f$ and changes nothing at $f=0$ or $f=1$. The Lean file below treats the sum of such corrections over finitely many orbitals, where the energy still becomes straight in one occupation if all the others are 0 or 1, but can stay curved if another orbital is half filled.

```lean
import Mathlib

open Function

namespace KoopmansCompliant

noncomputable section

variable {ι : Type*} [DecidableEq ι]

/-- The Koopmans correction of orbital `i`: the term that, added to `E f`, gives the straight line
in the occupation `f i` through the energies at `f i = 0` and `f i = 1`. -/
def correction (E : (ι → ℝ) → ℝ) (i : ι) (f : ι → ℝ) : ℝ :=
  E (update f i 0) - E f + f i * (E (update f i 1) - E (update f i 0))

/-- The correction of an orbital vanishes when that orbital is empty or full, whatever the
occupations of the others. -/
theorem correction_eq_zero (E : (ι → ℝ) → ℝ) (i : ι) (f : ι → ℝ)
    (h : f i = 0 ∨ f i = 1) : correction E i f = 0 := by
  have hu := update_eq_self i f
  unfold correction
  rcases h with h | h
  · rw [h] at hu
    rw [hu, h]
    ring
  · rw [h] at hu
    rw [hu, h]
    ring

variable [Fintype ι]

/-- The corrected energy: the energy `E` plus the Koopmans corrections of all orbitals. -/
def corrected (E : (ι → ℝ) → ℝ) (f : ι → ℝ) : ℝ :=
  E f + ∑ i, correction E i f

/-- The corrected energy equals the original one whenever every occupation is 0 or 1. -/
theorem corrected_eq_of_integer (E : (ι → ℝ) → ℝ) (f : ι → ℝ)
    (h : ∀ i, f i = 0 ∨ f i = 1) : corrected E f = E f := by
  unfold corrected
  rw [Finset.sum_eq_zero (fun i _ => correction_eq_zero E i f (h i)), add_zero]

/-- If all orbitals other than `i` have occupation 0 or 1, the corrected energy as a function of
the occupation `x` of orbital `i` is the straight line through the original energies at
`x = 0` and `x = 1`. -/
theorem corrected_affine (E : (ι → ℝ) → ℝ) (i : ι) (f : ι → ℝ)
    (h : ∀ j, j ≠ i → f j = 0 ∨ f j = 1) (x : ℝ) :
    corrected E (update f i x) =
      E (update f i 0) + x * (E (update f i 1) - E (update f i 0)) := by
  unfold corrected
  -- only the correction of orbital `i` survives
  rw [Finset.sum_eq_single i]
  · simp only [correction, update_idem, update_self]
    ring
  · intro j _ hj
    apply correction_eq_zero
    rw [update_of_ne hj]
    exact h j hj
  · intro hi
    exact absurd (Finset.mem_univ i) hi

/-- Koopmans condition: if all orbitals other than `i` have occupation 0 or 1, the derivative of
the corrected energy with respect to the occupation of orbital `i` is the difference of the
original energies with that orbital full and empty. -/
theorem koopmans_condition (E : (ι → ℝ) → ℝ) (i : ι) (f : ι → ℝ)
    (h : ∀ j, j ≠ i → f j = 0 ∨ f j = 1) (x : ℝ) :
    HasDerivAt (fun y => corrected E (update f i y))
      (E (update f i 1) - E (update f i 0)) x := by
  have hline := ((hasDerivAt_id' x).mul_const
    (E (update f i 1) - E (update f i 0))).const_add (E (update f i 0))
  rw [one_mul] at hline
  rw [funext (corrected_affine E i f h)]
  exact hline

/-- For an energy that is a sum of one-orbital functions `g i`, the corrected energy is the sum
of their linear interpolations between 0 and 1, at all occupations. -/
theorem corrected_separable (g : ι → ℝ → ℝ) (f : ι → ℝ) :
    corrected (fun n => ∑ i, g i (n i)) f =
      ∑ i, (g i 0 + f i * (g i 1 - g i 0)) := by
  -- split off the orbital whose occupation is changed
  have key : ∀ i y, ∑ j, g j (update f i y j) =
      g i y + ∑ j ∈ Finset.univ.erase i, g j (f j) := by
    intro i y
    rw [← Finset.add_sum_erase _ _ (Finset.mem_univ i)]
    simp only [update_self]
    congr 1
    apply Finset.sum_congr rfl
    intro j hj
    rw [update_of_ne (Finset.ne_of_mem_erase hj)]
  have hs : ∀ i, ∑ j, g j (f j) =
      g i (f i) + ∑ j ∈ Finset.univ.erase i, g j (f j) := fun i =>
    (Finset.add_sum_erase _ (fun j => g j (f j)) (Finset.mem_univ i)).symm
  have hc : ∀ i, correction (fun n => ∑ i, g i (n i)) i f =
      g i 0 - g i (f i) + f i * (g i 1 - g i 0) := by
    intro i
    simp only [correction]
    rw [key i 0, key i 1, hs i]
    ring
  simp only [corrected, hc]
  rw [← Finset.sum_add_distrib]
  apply Finset.sum_congr rfl
  intro i _
  ring

/-- A two-orbital energy that couples the occupations: the product of their squares. -/
def pairEnergy (f : Fin 2 → ℝ) : ℝ := f 0 ^ 2 * f 1 ^ 2

/-- The corrected energy of the coupled two-orbital model in closed form. -/
theorem corrected_pairEnergy (f : Fin 2 → ℝ) :
    corrected pairEnergy f = f 0 * f 1 ^ 2 + f 0 ^ 2 * f 1 - f 0 ^ 2 * f 1 ^ 2 := by
  have h01 : (0 : Fin 2) ≠ 1 := by decide
  simp only [corrected, correction, pairEnergy, Fin.sum_univ_two, update_self,
    update_of_ne h01, update_of_ne h01.symm]
  ring

/-- In the coupled two-orbital model with the second orbital half filled, the corrected energy is
not an affine function of the first occupation on the interval from 0 to 1. -/
theorem corrected_pairEnergy_not_affine :
    ¬ ∃ a b : ℝ, ∀ x ∈ Set.Icc (0 : ℝ) 1,
      corrected pairEnergy ![x, 1 / 2] = a + b * x := by
  have key : ∀ x : ℝ, corrected pairEnergy ![x, 1 / 2] = x / 4 + x ^ 2 / 4 := by
    intro x
    rw [corrected_pairEnergy]
    change x * (1 / 2) ^ 2 + x ^ 2 * (1 / 2) - x ^ 2 * (1 / 2) ^ 2 = _
    ring
  rintro ⟨a, b, h⟩
  -- an affine function takes the mean of its end values at the midpoint
  have h0 := h 0 ⟨by norm_num, by norm_num⟩
  have h1 := h 1 ⟨by norm_num, by norm_num⟩
  have h2 := h (1 / 2) ⟨by norm_num, by norm_num⟩
  rw [key] at h0 h1 h2
  linarith

end

end KoopmansCompliant
```

```lean
#print axioms KoopmansCompliant.corrected_eq_of_integer
#print axioms KoopmansCompliant.koopmans_condition
#print axioms KoopmansCompliant.corrected_separable
#print axioms KoopmansCompliant.corrected_pairEnergy_not_affine
```

```
'KoopmansCompliant.corrected_eq_of_integer' depends on axioms: [propext, Classical.choice, Quot.sound]
'KoopmansCompliant.koopmans_condition' depends on axioms: [propext, Classical.choice, Quot.sound]
'KoopmansCompliant.corrected_separable' depends on axioms: [propext, Classical.choice, Quot.sound]
'KoopmansCompliant.corrected_pairEnergy_not_affine' depends on axioms: [propext, Classical.choice, Quot.sound]
```

## Curvature in the occupation and the slope it spoils

The exact ground-state energy of a system that exchanges electrons with its surroundings is a straight line between neighbouring integer electron numbers. Common approximate density functionals give a curve instead. In Kohn–Sham theory an orbital energy is the derivative of the total energy with respect to that orbital's occupation. On a curve, this derivative generally differs from the energy difference between the filled and the empty orbital, so the orbital energy is a poor estimate of the energy for removing or adding an electron.

Koopmans-compliant functionals repair this orbital by orbital. They differ in the slope that they impose; here it is the difference of the original energies with the orbital full and empty. Other slopes can change the energy at integer occupations. Write $f^{i\to x}$ for the list of occupations $f$ with the entry of orbital $i$ replaced by $x$. The correction of orbital $i$ is

$$
\Pi_i(f)=E(f^{i\to 0})-E(f)+f_i\,\bigl(E(f^{i\to 1})-E(f^{i\to 0})\bigr),
$$

and the corrected energy is $\tilde E(f)=E(f)+\sum_i\Pi_i(f)$. If only $\Pi_i$ were added, the result would be the chord between the energies at $f_i=0$ and $f_i=1$. Adding all corrections at once raises the question of whether they disturb one another.

## Occupations, replacements and the theorems in words

In Lean, `ι` is the finite set of orbital labels, which may be read as spin orbitals, and `f : ι → ℝ` assigns an occupation to each. The list $f^{i\to x}$ is `update f i x`. The energy `E : (ι → ℝ) → ℝ` is an arbitrary real function, with no continuity or convexity assumed. The functions `correction E i f` and `corrected E f` are $\Pi_i(f)$ and $\tilde E(f)$. Occupations may be any real numbers, although only values between 0 and 1 have physical meaning for a spin orbital.

The theorems say the following.

- `correction_eq_zero`: $\Pi_i(f)=0$ if $f_i$ is 0 or 1, whatever the other occupations are.
- `corrected_eq_of_integer`: $\tilde E(f)=E(f)$ if every occupation is 0 or 1.
- `corrected_affine`: if every orbital $j\neq i$ has occupation 0 or 1, then $\tilde E(f^{i\to x})$ is the straight line in $x$ through the original energies at $x=0$ and $x=1$.
- `koopmans_condition`: under the same assumption, this function of $x$ is differentiable everywhere, with derivative $E(f^{i\to 1})-E(f^{i\to 0})$.
- `corrected_separable`: if $E$ is a sum of one-orbital functions $g_i(f_i)$, then $\tilde E$ is the sum of their linear interpolations at all occupations, fractional ones included.
- `corrected_pairEnergy` and `corrected_pairEnergy_not_affine`: for $E=f_0^2f_1^2$ the corrected energy has an explicit form, and at $f_1=1/2$ no affine function of $f_0$ agrees with it on $[0,1]$.

The name `koopmans_condition` refers to a property of the corrected energy. It is a different statement from Koopmans' theorem of Hartree–Fock theory, which relates an orbital energy to an energy difference with frozen orbitals. The derivative here is the total energy with the orbital filled minus the total energy with it empty, so for an occupied orbital it is minus the removal energy.

Orbital relaxation is left out if the energy $E(f)$ is evaluated with a fixed set of orbitals. When an electron is actually removed, the remaining orbitals respond, and the frozen-orbital difference is no longer the difference of two self-consistent energies. Practical Koopmans functionals account for this response with screening factors that multiply the corrections.

## A level shift at unchanged total energy

Consider one orbital with the model energy $E(f)=\varepsilon f+\tfrac12Uf^2$, where $\varepsilon$ is a bare level energy and the constant $U$ stands for the electrostatic repulsion of the orbital's charge with itself, left uncancelled by the approximate functional. The correction is

$$
\Pi(f)=-\varepsilon f-\tfrac12Uf^2+f\bigl(\varepsilon+\tfrac12U\bigr)=\tfrac12U f(1-f),
$$

which has the form of the Hubbard term in DFT+U for a single orbital. Since there are no other orbitals, the assumption on them is empty, and the corrected energy is the line $(\varepsilon+\tfrac12U)f$ at every occupation.

Take the illustrative values $\varepsilon=-14$ eV and $U=8$ eV. At $f=1$ both energies are $-10$ eV. The uncorrected slope is $\varepsilon+U=-6$ eV, while the corrected slope is $-10$ eV, which equals $E(1)-E(0)$. The total energy stays where it was and the level moves by 4 eV.

In a calculation on a molecule with frozen orbitals, the same step for an occupied orbital $\varphi_i$ needs two energies: one with $\varphi_i$ filled, and one with $\varphi_i$ emptied, which removes its kinetic energy as well as its density $|\varphi_i|^2$. Their difference takes the place of the uncorrected derivative as the energy of that level. For such a finite set of frozen orbitals with all occupations 0 or 1, `koopmans_condition` gives exactly this slope for each orbital in turn. In a calculation with smeared occupations, several orbitals can be fractional at once, and then its assumption fails.

## Why a full or empty orbital contributes nothing

If $f_i=0$, then replacing $f_i$ by 0 does nothing, so $f^{i\to0}=f$ and

$$
\Pi_i(f)=E(f)-E(f)+0=0 .
$$

If $f_i=1$, then $f^{i\to1}=f$ and

$$
\Pi_i(f)=E(f^{i\to0})-E(f)+E(f)-E(f^{i\to0})=0 .
$$

The proof of `correction_eq_zero` treats these two cases. The lemma `update_eq_self` says that replacing an entry by its own value returns the same list; after the value 0 or 1 is inserted, `ring` carries out the cancellation. For `corrected_eq_of_integer`, every term of the sum vanishes by this result, and $\tilde E(f)=E(f)$ follows.

## The line that remains for a single varying orbital

Let all orbitals $j\neq i$ have occupation 0 or 1, and evaluate $\tilde E$ at $f^{i\to x}$. Changing entry $i$ leaves $f_j$ alone, so $\Pi_j(f^{i\to x})=0$ for every $j\neq i$. Only the $i$-th correction survives. A second replacement of entry $i$ overrides the first, so that

$$
\Pi_i(f^{i\to x})=E(f^{i\to0})-E(f^{i\to x})+x\,\bigl(E(f^{i\to1})-E(f^{i\to0})\bigr).
$$

Adding $E(f^{i\to x})$ cancels the middle term:

$$
\tilde E(f^{i\to x})=E(f^{i\to0})+x\,\bigl(E(f^{i\to1})-E(f^{i\to0})\bigr).
$$

In `corrected_affine`, `Finset.sum_eq_single i` reduces the sum to its $i$-th term. The lemma `update_of_ne` supplies the statement that the other entries are unchanged, and `update_idem` the one about repeated replacement.

The slope of this line is the coefficient of $x$. The proof of `koopmans_condition` first builds the derivative of the line, as `hline`, and then uses `corrected_affine` to replace the corrected energy by that line as a function.

## Independent orbitals at fractional occupations

Let $E(f)=\sum_j g_j(f_j)$, as for orbitals that do not interact with one another. Put $R_i=\sum_{j\neq i}g_j(f_j)$. Then $E(f)=g_i(f_i)+R_i$ and $E(f^{i\to y})=g_i(y)+R_i$ for every $y$. The remainder $R_i$ cancels in each difference, which leaves

$$
\Pi_i(f)=g_i(0)-g_i(f_i)+f_i\,\bigl(g_i(1)-g_i(0)\bigr).
$$

Summing over $i$ and adding $E(f)$ removes the terms $g_i(f_i)$:

$$
\tilde E(f)=\sum_i\bigl[g_i(0)+f_i\,(g_i(1)-g_i(0))\bigr].
$$

The three intermediate statements in `corrected_separable` follow this order. `key` splits off orbital $i$ after its occupation has been replaced, `hs` splits it off at the original occupation, and `hc` is the formula for $\Pi_i$. The two sums are then merged and compared term by term.

## Curvature returned by a half-filled neighbour

For the coupled energy $E=f_0^2f_1^2$, setting either occupation to 0 gives zero energy. The two corrections are therefore

$$
\Pi_0=f_0f_1^2-f_0^2f_1^2,\qquad \Pi_1=f_0^2f_1-f_0^2f_1^2,
$$

and the corrected energy is

$$
\tilde E=f_0f_1^2+f_0^2f_1-f_0^2f_1^2 .
$$

Set $f_0=x$ and $f_1=1/2$. The original energy is $x^2/4$, and adding $\Pi_0$ turns it into the line $x/4$, as intended. But $\Pi_1$ equals $x^2/4$ at this occupation, so the correction meant for orbital 1 puts the curvature in $f_0$ back:

$$
\tilde E=\frac{x}{4}+\frac{x^2}{4}.
$$

An affine function takes at $x=1/2$ the mean of its values at 0 and 1. Here those values are 0 and $1/2$, with mean $1/4$, whereas the corrected energy at $x=1/2$ is $1/8+1/16=3/16$. No affine function fits all three points.

In Lean, `corrected_pairEnergy` expands the definitions for two orbitals and leaves the algebra to `ring`. The list `![x, 1 / 2]` means $f_0=x$ and $f_1=1/2$. The last theorem assumes constants $a$ and $b$ with $\tilde E=a+bx$ on the interval and evaluates at the three points. This gives $a=0$, $a+b=1/2$ and $a+b/2=3/16$, which `linarith` finds contradictory.

The example shows that, for a general energy, it is not enough in `corrected_affine` to ask that the other occupations lie between 0 and 1. Particular energies may do better, as the separable ones do. So does an energy that is quadratic in the occupations, such as a Hartree energy with frozen orbitals: there $\Pi_i$ depends on $f_i$ alone, and $\tilde E$ is linear in each occupation whatever the others are.
